# The leading relativistic shift of a hydrogenic Dirac level as c → ∞

For a one-electron hydrogenic level with fixed integers 1 ≤ k ≤ n, where k = j + 1/2, `level_shift_tendsto` takes the explicit Dirac energy formula in atomic units, subtracts the rest energy c² and the Bohr energy −Z²/(2n²), and multiplies the difference by c². It states that the result tends to −(Z⁴/(2n³))(1/k − 3/(4n)) as c → ∞, with the real number Z held fixed. The proof uses an exact identity, `reduced_energy_identity`, which writes the remainder beyond the Bohr term as (Z/c)⁴ times an explicit factor. It finds the limit of that factor, then shows that for all large enough c the scaled shift equals Z⁴ times the factor.

Lean 4 with Mathlib refuses this proof:

```lean
import Mathlib

open Filter Topology

namespace LevelShiftTendsto

noncomputable section

/-- The apparent principal quantum number `n - k + √(k² - (Z/c)²)` of a Dirac level with
`k = j + 1/2`, for `c > 0`, `1 ≤ k ≤ n` and `0 < Z/c < k`. -/
def apparentN (Z c : ℝ) (n k : ℕ) : ℝ := n - k + √((k : ℝ) ^ 2 - (Z / c) ^ 2)

/-- The Dirac energy of a hydrogenic level in units of the rest energy, for `c > 0`, `1 ≤ k ≤ n` and
`0 < Z/c < k`. -/
def reducedEnergy (Z c : ℝ) (n k : ℕ) : ℝ :=
  1 / √(1 + (Z / c) ^ 2 / apparentN Z c n k ^ 2)

/-- The Dirac energy of a hydrogenic level in atomic units, rest energy `c²` included, for `c > 0`,
`1 ≤ k ≤ n` and `0 < Z/c < k`. -/
def diracLevel (Z c : ℝ) (n k : ℕ) : ℝ := c ^ 2 * reducedEnergy Z c n k

/-- Exact remainder of the reduced energy `r` beyond the Bohr term, for positive `n, D, q, r`
with `w² = (n - D) q` and `r² (1 + w²/D²) = 1`: it is `w⁴` times an explicit factor. -/
theorem reduced_energy_identity {n D q w r : ℝ} (hn : 0 < n) (hD : 0 < D) (hq : 0 < q)
    (hr : 0 < r) (hw : w ^ 2 = (n - D) * q) (hE : r ^ 2 * (1 + w ^ 2 / D ^ 2) = 1) :
    r - 1 + w ^ 2 / (2 * n ^ 2) =
      w ^ 4 * (r ^ 2 * (1 + 2 * r) / (2 * (1 + r) ^ 2) / D ^ 4
        - (D + n) / (2 * q * n ^ 2 * D ^ 2)) := by
  have hu : w ^ 2 / D ^ 2 = (1 - r ^ 2) / r ^ 2 := by
    rw [eq_div_iff (by positivity)]
    linear_combination hE
  -- remainder of the inverse square root
  have h1 : r - 1 + w ^ 2 / D ^ 2 / 2 =
      (w ^ 2 / D ^ 2) ^ 2 * (r ^ 2 * (1 + 2 * r) / (2 * (1 + r) ^ 2)) := by
    rw [hu]
    field_simp
    ring
  -- remainder from replacing the apparent quantum number by `n`
  have h2 : w ^ 2 / (2 * n ^ 2) - w ^ 2 / D ^ 2 / 2 =
      -((w ^ 2) ^ 2 * ((D + n) / (2 * q * n ^ 2 * D ^ 2))) := by
    rw [hw]
    field_simp
    ring
  generalize r ^ 2 * (1 + 2 * r) / (2 * (1 + r) ^ 2) = A at h1 ⊢
  generalize (D + n) / (2 * q * n ^ 2 * D ^ 2) = B at h2 ⊢
  linear_combination h1 + h2

/-- The leading relativistic shift of a single Dirac level with `1 ≤ k ≤ n`, scaled by `c²`,
as `c` tends to infinity. -/
theorem level_shift_tendsto (Z : ℝ) {n k : ℕ} (hk : 1 ≤ k) (hkn : k ≤ n) :
    Tendsto (fun c : ℝ => c ^ 2 * (diracLevel Z c n k - c ^ 2 + Z ^ 2 / (2 * (n : ℝ) ^ 2)))
      atTop (𝓝 (-(Z ^ 4 / (2 * (n : ℝ) ^ 3)) * (1 / (k : ℝ) - 3 / (4 * n)))) := by
  have hk0 : (0 : ℝ) < k := by exact_mod_cast hk
  have hkn' : (k : ℝ) ≤ n := by exact_mod_cast hkn
  have hn0 : (0 : ℝ) < n := lt_of_lt_of_le hk0 hkn'
  have hw : Tendsto (fun c : ℝ => Z / c) atTop (𝓝 0) :=
    tendsto_const_nhds.div_atTop tendsto_id
  have hs : Tendsto (fun c : ℝ => √((k : ℝ) ^ 2 - (Z / c) ^ 2)) atTop (𝓝 (k : ℝ)) := by
    have h := ((tendsto_const_nhds (x := (k : ℝ) ^ 2)).sub (hw.pow 2)).sqrt
    have e : √((k : ℝ) ^ 2 - 0 ^ 2) = k := by
      rw [zero_pow two_ne_zero, sub_zero, Real.sqrt_sq hk0.le]
    rwa [e] at h
  have hD : Tendsto (fun c : ℝ => apparentN Z c n k) atTop (𝓝 (n : ℝ)) := by
    have h := hs.const_add ((n : ℝ) - k)
    rwa [sub_add_cancel] at h
  have hr : Tendsto (fun c : ℝ => reducedEnergy Z c n k) atTop (𝓝 1) := by
    have h : Tendsto (fun c : ℝ => reducedEnergy Z c n k) atTop
        (𝓝 (1 / √(1 + 0 ^ 2 / (n : ℝ) ^ 2))) :=
      tendsto_const_nhds.div
        (((hw.pow 2).div (hD.pow 2) (pow_ne_zero 2 hn0.ne')).const_add 1).sqrt (by simp)
    have e : 1 / √(1 + 0 ^ 2 / (n : ℝ) ^ 2) = 1 := by simp
    rwa [e] at h
  -- the explicit factor of the exact identity has a finite limit
  have hG := (((hr.pow 2).mul ((hr.const_mul 2).const_add 1)).div
      (((hr.const_add 1).pow 2).const_mul 2) (by norm_num)).div (hD.pow 4)
      (pow_ne_zero 4 hn0.ne') |>.sub ((hD.add_const (n : ℝ)).div
      ((((hs.const_add (k : ℝ)).const_mul 2).mul_const ((n : ℝ) ^ 2)).mul (hD.pow 2))
      (by positivity))
  have e : -(Z ^ 4 / (2 * (n : ℝ) ^ 3)) * (1 / (k : ℝ) - 3 / (4 * n)) =
      Z ^ 4 * (1 ^ 2 * (1 + 2 * 1) / (2 * (1 + 1) ^ 2) / (n : ℝ) ^ 4
        - ((n : ℝ) + n) / (2 * ((k : ℝ) + k) * (n : ℝ) ^ 2 * (n : ℝ) ^ 2)) := by
    rw [← two_mul (n : ℝ), ← two_mul (k : ℝ)]
    field_simp
    ring
  rw [e]
  refine (hG.const_mul (Z ^ 4)).congr' ?_
  filter_upwards [eventually_gt_atTop (0 : ℝ), hs.eventually (lt_mem_nhds hk0)] with c hc hs0
  have hsq := Real.sq_sqrt (Real.sqrt_pos.mp hs0).le
  have hD0 : 0 < apparentN Z c n k := by
    unfold apparentN
    linarith
  have hy : 0 < 1 + (Z / c) ^ 2 / apparentN Z c n k ^ 2 := by positivity
  have hr0 : 0 < reducedEnergy Z c n k := one_div_pos.mpr (Real.sqrt_pos.mpr hy)
  have key := reduced_energy_identity (w := Z / c) hn0 hD0 (add_pos hk0 hs0) hr0
    (by unfold apparentN; linear_combination -hsq)
    (by rw [reducedEnergy, div_pow, Real.sq_sqrt hy.le, one_pow, one_div_mul_cancel hy.ne'])
  have hZ2 : c ^ 2 * (Z / c) ^ 2 = Z ^ 2 := by field_simp
  have hZ4 : c ^ 4 * (Z / c) ^ 4 = Z ^ 4 := by field_simp
  -- restore atomic units
  have scale : ∀ r G : ℝ, r - 1 + (Z / c) ^ 2 / (2 * (n : ℝ) ^ 2) = (Z / c) ^ 4 * G →
      Z ^ 4 * G = c ^ 2 * (c ^ 2 * r - c ^ 2 + Z ^ 2 / (2 * (n : ℝ) ^ 2)) := by
    intro r G h
    rw [← hZ2, ← hZ4]
    generalize Z / c = w at h ⊢
    linear_combination -c ^ 4 * h
  exact scale _ _ key

end

end LevelShiftTendsto
```

The compiler's answer:

```
Main.lean:95:26: error: ring failed, ring expressions not equal
Z : ℝ
n k : ℕ
hk : 1 ≤ k
hkn : k ≤ n
hk0 : 0 < ↑k
hkn' : ↑k ≤ ↑n
hn0 : 0 < ↑n
hw : Tendsto (fun c => Z / c) atTop (𝓝 0)
hs : Tendsto (fun c => √(↑k ^ 2 - (Z / c) ^ 2)) atTop (𝓝 ↑k)
hD : Tendsto (fun c => apparentN Z c n k) atTop (𝓝 ↑n)
hr : Tendsto (fun c => reducedEnergy Z c n k) atTop (𝓝 1)
hG :
  Tendsto
    (fun x =>
      (((fun x => reducedEnergy Z x n k ^ 2 * (1 + 2 * reducedEnergy Z x n k)) / fun x =>
              2 * (1 + reducedEnergy Z x n k) ^ 2) /
            fun x => apparentN Z x n k ^ 4)
          x -
        ((fun x => apparentN Z x n k + ↑n) / fun x =>
            2 * (↑k + √(↑k ^ 2 - (Z / x) ^ 2)) * ↑n ^ 2 * apparentN Z x n k ^ 2)
          x)
    atTop (𝓝 (1 ^ 2 * (1 + 2 * 1) / (2 * (1 + 1) ^ 2) / ↑n ^ 4 - (↑n + ↑n) / (2 * (↑k + ↑k) * ↑n ^ 2 * ↑n ^ 2)))
e :
  -(Z ^ 4 / (2 * ↑n ^ 3)) * (1 / ↑k - 3 / (4 * ↑n)) =
    Z ^ 4 * (1 ^ 2 * (1 + 2 * 1) / (2 * (1 + 1) ^ 2) / ↑n ^ 4 - (↑n + ↑n) / (2 * (↑k + ↑k) * ↑n ^ 2 * ↑n ^ 2))
c : ℝ
hc : 0 < c
hs0 : 0 < √(↑k ^ 2 - (Z / c) ^ 2)
hsq : √(↑k ^ 2 - (Z / c) ^ 2) ^ 2 = ↑k ^ 2 - (Z / c) ^ 2
hD0 : 0 < apparentN Z c n k
hy : 0 < 1 + (Z / c) ^ 2 / apparentN Z c n k ^ 2
hr0 : 0 < reducedEnergy Z c n k
⊢ Z ^ 2 * c⁻¹ ^ 2 * 2 + √(↑k ^ 2 - (Z / c) ^ 2) ^ 2 * 2 - ↑k ^ 2 * 2 = 0
```

This version goes through:

```diff
@@ -93,5 +93,5 @@
   have hr0 : 0 < reducedEnergy Z c n k := one_div_pos.mpr (Real.sqrt_pos.mpr hy)
   have key := reduced_energy_identity (w := Z / c) hn0 hD0 (add_pos hk0 hs0) hr0
-    (by unfold apparentN; linear_combination -hsq)
+    (by unfold apparentN; linear_combination hsq)
     (by rw [reducedEnergy, div_pow, Real.sq_sqrt hy.le, one_pow, one_div_mul_cancel hy.ne'])
   have hZ2 : c ^ 2 * (Z / c) ^ 2 = Z ^ 2 := by field_simp
```

Cause. The error is a sign mistake in the proof of the hypothesis `hw` of `reduced_energy_identity`. Write s for the square root √(k² − (Z/c)²). After `unfold apparentN`, the goal is in effect (Z/c)² = (k − s)(k + s), that is, (Z/c)² = k² − s², while `hsq` says s² = k² − (Z/c)².

`linear_combination` subtracts the given combination of hypotheses, left side minus right side, from the goal's left side minus its right side, and asks `ring` to show that the result is zero. Here both differences equal (Z/c)² + s² − k², so the coefficient of `hsq` must be +1. With `-hsq` the two add instead of cancelling, which leaves the doubled expression in the message. That expression is in fact zero, by `hsq`, but `ring` does not use hypotheses and cannot see it. Changing `-hsq` to `hsq` makes the terms cancel identically.
